# The variances of Jx and Jy in a spin-1 state add up to at least 7/16 (ħ = 1)

A spin-1 particle is prepared many times in the same state, with $J_x$ measured in some runs and $J_y$ in the others, and one asks how small the two variances can be together. In units with $\hbar=1$ their sum is at least $7/16$ for every pure state and every finite mixture, and this value is attained.

In Lean 4 with Mathlib:

```lean
import Mathlib

open Matrix

namespace SpinOnePlanarUncertainty

noncomputable section

/-- Operators on the three-dimensional state space of a spin 1. -/
abbrev Op := Matrix (Fin 3) (Fin 3) ℂ

/-- The x component of spin 1 in the basis m = 1, 0, -1, in units of ħ. -/
def Jx : Op := (1 / √2 : ℝ) • !![0, 1, 0; 1, 0, 1; 0, 1, 0]

/-- The y component of spin 1 in the same basis. -/
def Jy : Op := (1 / √2 : ℝ) •
  !![0, -Complex.I, 0; Complex.I, 0, -Complex.I; 0, Complex.I, 0]

/-- The z component of spin 1, diagonal in this basis. -/
def Jz : Op := !![1, 0, 0; 0, 0, 0; 0, 0, -1]

/-- The real part of ψ†Aψ, the expectation value of a Hermitian A in a unit vector ψ. -/
def mean (A : Op) (ψ : Fin 3 → ℂ) : ℝ := (star ψ ⬝ᵥ A *ᵥ ψ).re

/-- The variance ⟨A²⟩ - ⟨A⟩² of a Hermitian A in a unit vector ψ. -/
def variance (A : Op) (ψ : Fin 3 → ℂ) : ℝ := mean (A ^ 2) ψ - (mean A ψ) ^ 2

/-- The square of the prefactor 1/√2 of the spin matrices is 1/2. -/
theorem prefactor_sq : (1 / √2 : ℝ) * (1 / √2) = 1 / 2 := by
  rw [div_mul_div_comm, Real.mul_self_sqrt (by norm_num), one_mul]

/-- The matrices satisfy the angular momentum relation [Jx, Jy] = i Jz. -/
theorem commutator : Jx * Jy - Jy * Jx = Complex.I • Jz := by
  rw [Jx, Jy, smul_mul_smul_comm, smul_mul_smul_comm, prefactor_sq]
  ext i j
  fin_cases i <;> fin_cases j <;>
    simp [Jz] <;> ring

/-- The planar part Jx² + Jy² of the squared spin is diagonal, with entries 1, 2, 1. -/
theorem planar_square : Jx ^ 2 + Jy ^ 2 = !![1, 0, 0; 0, 2, 0; 0, 0, 1] := by
  rw [Jx, Jy, pow_two, pow_two, smul_mul_smul_comm, smul_mul_smul_comm, prefactor_sq]
  ext i j
  fin_cases i <;> fin_cases j <;>
    simp <;> norm_num

/-- The expectation values of Jx, Jy and Jx² + Jy², written in the real and imaginary
parts of the three amplitudes. -/
theorem mean_coordinates (ψ : Fin 3 → ℂ) :
    mean Jx ψ = 1 / √2 * (2 * ((ψ 1).re * ((ψ 0).re + (ψ 2).re)
      + (ψ 1).im * ((ψ 0).im + (ψ 2).im))) ∧
    mean Jy ψ = 1 / √2 * (2 * ((ψ 0).re * (ψ 1).im - (ψ 0).im * (ψ 1).re
      + (ψ 1).re * (ψ 2).im - (ψ 1).im * (ψ 2).re)) ∧
    mean (Jx ^ 2) ψ + mean (Jy ^ 2) ψ = (ψ 0).re ^ 2 + (ψ 0).im ^ 2
      + 2 * ((ψ 1).re ^ 2 + (ψ 1).im ^ 2) + (ψ 2).re ^ 2 + (ψ 2).im ^ 2 := by
  have hs : ∀ (c : ℝ) (A : Op), mean (c • A) ψ = c * mean A ψ := by
    intro c A
    simp only [mean, Matrix.smul_mulVec, dotProduct_smul, Complex.smul_re, smul_eq_mul]
  have hadd : mean (Jx ^ 2) ψ + mean (Jy ^ 2) ψ = mean (Jx ^ 2 + Jy ^ 2) ψ := by
    simp only [mean, Matrix.add_mulVec, dotProduct_add, Complex.add_re]
  refine ⟨?_, ?_, ?_⟩
  · rw [Jx, hs]
    congr 1
    simp [mean, Matrix.mulVec, dotProduct, Fin.sum_univ_three]
    ring
  · rw [Jy, hs]
    congr 1
    simp [mean, Matrix.mulVec, dotProduct, Fin.sum_univ_three]
    ring
  · rw [hadd, planar_square]
    simp [mean, Matrix.mulVec, dotProduct, Fin.sum_univ_three]
    ring

/-- Expansion of the expectation value of (Jx - a)² + (Jy - b)² - 7/16 in the first and
second moments of the spin; `mean 1 ψ` is the squared norm of ψ. -/
theorem mean_shifted (a b : ℝ) (ψ : Fin 3 → ℂ) :
    mean ((Jx - a • (1 : Op)) ^ 2 + (Jy - b • (1 : Op)) ^ 2 - (7 / 16 : ℝ) • (1 : Op)) ψ
      = mean (Jx ^ 2) ψ + mean (Jy ^ 2) ψ - 2 * a * mean Jx ψ - 2 * b * mean Jy ψ
        + (a ^ 2 + b ^ 2 - 7 / 16) * mean 1 ψ := by
  have h : (Jx - a • (1 : Op)) ^ 2 + (Jy - b • (1 : Op)) ^ 2 - (7 / 16 : ℝ) • (1 : Op)
      = Jx ^ 2 + Jy ^ 2 - (2 * a) • Jx - (2 * b) • Jy
        + (a ^ 2 + b ^ 2 - 7 / 16) • (1 : Op) := by
    simp only [pow_two, sub_mul, mul_sub, smul_mul_assoc, mul_smul_comm, one_mul, mul_one]
    module
  rw [h]
  simp only [mean, Matrix.add_mulVec, Matrix.sub_mulVec, Matrix.smul_mulVec, dotProduct_add,
    dotProduct_sub, dotProduct_smul, Complex.add_re, Complex.sub_re, Complex.smul_re,
    smul_eq_mul]

/-- For all real a and b, the operator (Jx - a)² + (Jy - b)² - 7/16 has a nonnegative
expectation value in every vector, normalised or not. -/
theorem shifted_nonneg (a b : ℝ) (ψ : Fin 3 → ℂ) :
    0 ≤ mean ((Jx - a • (1 : Op)) ^ 2 + (Jy - b • (1 : Op)) ^ 2
      - (7 / 16 : ℝ) • (1 : Op)) ψ := by
  obtain ⟨hx, hy, hq⟩ := mean_coordinates ψ
  have h1 : mean 1 ψ = (ψ 0).re ^ 2 + (ψ 0).im ^ 2 + (ψ 1).re ^ 2 + (ψ 1).im ^ 2
      + (ψ 2).re ^ 2 + (ψ 2).im ^ 2 := by
    simp [mean, dotProduct, Fin.sum_univ_three]
    ring
  rw [mean_shifted, hq, hx, hy, h1]
  have hA : 0 < 9 / 16 + a ^ 2 + b ^ 2 := by positivity
  refine (mul_nonneg_iff_of_pos_left hA).1 ?_
  -- after multiplication by a positive number the form is a sum of squares
  calc (0 : ℝ) ≤
      ((9 / 16 + a ^ 2 + b ^ 2) * (ψ 0).re
          - 2 * (1 / √2) * (a * (ψ 1).re + b * (ψ 1).im)) ^ 2
      + ((9 / 16 + a ^ 2 + b ^ 2) * (ψ 0).im
          - 2 * (1 / √2) * (a * (ψ 1).im - b * (ψ 1).re)) ^ 2
      + ((9 / 16 + a ^ 2 + b ^ 2) * (ψ 2).re
          - 2 * (1 / √2) * (a * (ψ 1).re - b * (ψ 1).im)) ^ 2
      + ((9 / 16 + a ^ 2 + b ^ 2) * (ψ 2).im
          - 2 * (1 / √2) * (a * (ψ 1).im + b * (ψ 1).re)) ^ 2
      + (a ^ 2 + b ^ 2 - 15 / 16) ^ 2 * ((ψ 1).re ^ 2 + (ψ 1).im ^ 2) := by positivity
    _ = _ := by
      linear_combination
        (8 * (a ^ 2 + b ^ 2) * ((ψ 1).re ^ 2 + (ψ 1).im ^ 2)) * prefactor_sq

/-- In every unit vector of a spin 1, the variances of Jx and Jy add up to at least 7/16. -/
theorem variance_sum_ge (ψ : Fin 3 → ℂ) (hψ : star ψ ⬝ᵥ ψ = 1) :
    7 / 16 ≤ variance Jx ψ + variance Jy ψ := by
  have h1 : mean 1 ψ = 1 := by simp [mean, hψ]
  -- shift each component by its own expectation value
  have h := shifted_nonneg (mean Jx ψ) (mean Jy ψ) ψ
  rw [mean_shifted, h1] at h
  unfold variance
  nlinarith [h]

/-- The same bound holds for a finite mixture of unit vectors ψ k with probabilities p k,
where the moments are averaged over the mixture before the variances are formed. -/
theorem mixture_variance_sum_ge {ι : Type*} [Fintype ι] (p : ι → ℝ) (ψ : ι → Fin 3 → ℂ)
    (hp : ∀ k, 0 ≤ p k) (hsum : ∑ k, p k = 1) (hψ : ∀ k, star (ψ k) ⬝ᵥ ψ k = 1) :
    7 / 16 ≤ (∑ k, p k * mean (Jx ^ 2) (ψ k) - (∑ k, p k * mean Jx (ψ k)) ^ 2)
      + (∑ k, p k * mean (Jy ^ 2) (ψ k) - (∑ k, p k * mean Jy (ψ k)) ^ 2) := by
  -- average the positivity statement with common shifts x and y
  have key : ∀ x y : ℝ, 0 ≤ ∑ k, p k * mean (Jx ^ 2) (ψ k) + ∑ k, p k * mean (Jy ^ 2) (ψ k)
      - 2 * x * ∑ k, p k * mean Jx (ψ k) - 2 * y * ∑ k, p k * mean Jy (ψ k)
      + (x ^ 2 + y ^ 2 - 7 / 16) * ∑ k, p k := by
    intro x y
    simp only [Finset.mul_sum, ← Finset.sum_add_distrib, ← Finset.sum_sub_distrib]
    apply Finset.sum_nonneg
    intro k _
    have h1 : mean 1 (ψ k) = 1 := by simp [mean, hψ k]
    have h := shifted_nonneg x y (ψ k)
    rw [mean_shifted, h1] at h
    have h2 := mul_nonneg (hp k) h
    linarith
  have h := key (∑ k, p k * mean Jx (ψ k)) (∑ k, p k * mean Jy (ψ k))
  rw [hsum] at h
  nlinarith [h]

/-- The state with amplitudes √5/4, √6/4, √5/4 for m = 1, 0, -1. -/
def optimalState : Fin 3 → ℂ :=
  ![((√5 / 4 : ℝ) : ℂ), ((√6 / 4 : ℝ) : ℂ), ((√5 / 4 : ℝ) : ℂ)]

/-- The state `optimalState` is normalised and its variances of Jx and Jy add up to
exactly 7/16. -/
theorem optimalState_attains : star optimalState ⬝ᵥ optimalState = 1 ∧
    variance Jx optimalState + variance Jy optimalState = 7 / 16 := by
  have h5 : √5 * √5 = 5 := Real.mul_self_sqrt (by norm_num)
  have h6 : √6 * √6 = 6 := Real.mul_self_sqrt (by norm_num)
  have e0 : optimalState 0 = ((√5 / 4 : ℝ) : ℂ) := rfl
  have e1 : optimalState 1 = ((√6 / 4 : ℝ) : ℂ) := rfl
  have e2 : optimalState 2 = ((√5 / 4 : ℝ) : ℂ) := rfl
  constructor
  · have e : star optimalState ⬝ᵥ optimalState
        = ((√5 / 4 * (√5 / 4) + √6 / 4 * (√6 / 4) + √5 / 4 * (√5 / 4) : ℝ) : ℂ) := by
      simp only [dotProduct, Fin.sum_univ_three, Pi.star_apply, e0, e1, e2,
        Complex.star_def, Complex.conj_ofReal, Complex.ofReal_add, Complex.ofReal_mul]
    have h : √5 / 4 * (√5 / 4) + √6 / 4 * (√6 / 4) + √5 / 4 * (√5 / 4) = 1 := by
      linear_combination (1 / 8) * h5 + (1 / 16) * h6
    rw [e, h, Complex.ofReal_one]
  · obtain ⟨hx, hy, hq⟩ := mean_coordinates optimalState
    simp only [e0, e1, e2, Complex.ofReal_re, Complex.ofReal_im] at hx hy hq
    unfold variance
    rw [hx, hy]
    linear_combination hq - (1 / 16) * h5 + (1 / 8 - √5 ^ 2 / 32) * h6
      - (√6 ^ 2 * √5 ^ 2 / 16) * prefactor_sq

end

end SpinOnePlanarUncertainty
```

```lean
#print axioms SpinOnePlanarUncertainty.commutator
#print axioms SpinOnePlanarUncertainty.variance_sum_ge
#print axioms SpinOnePlanarUncertainty.mixture_variance_sum_ge
#print axioms SpinOnePlanarUncertainty.optimalState_attains
```

```
'SpinOnePlanarUncertainty.commutator' depends on axioms: [propext, Classical.choice, Quot.sound]
'SpinOnePlanarUncertainty.variance_sum_ge' depends on axioms: [propext, Classical.choice, Quot.sound]
'SpinOnePlanarUncertainty.mixture_variance_sum_ge' depends on axioms: [propext, Classical.choice, Quot.sound]
'SpinOnePlanarUncertainty.optimalState_attains' depends on axioms: [propext, Classical.choice, Quot.sound]
```

## A bound that survives when ⟨Jz⟩ vanishes

The commutator $[J_x,J_y]=iJ_z$ leads to the familiar bound $\mathrm{Var}(J_x)+\mathrm{Var}(J_y)\ge|\langle J_z\rangle|$. It says nothing when $\langle J_z\rangle=0$, whereas $7/16$ is a bound independent of the state.

`variance_sum_ge` states it for every vector `ψ` in $\mathbb C^3$ with $\psi^\dagger\psi=1$, which is the hypothesis `hψ`. `mixture_variance_sum_ge` treats unit vectors `ψ k` that occur with probabilities `p k`. The first and second moments are averaged over the ensemble before the variances are formed, so these are the variances of the mixed state and not averages of the individual variances. `optimalState_attains` gives a normalised state with sum exactly $7/16$, so no larger constant would do.

## Spin matrices and moments

The type `Op` contains the complex $3\times3$ matrices. The components `ψ 0`, `ψ 1`, `ψ 2`, written $u,v,w$ below, are the amplitudes for $m=1,0,-1$. The matrices `Jx`, `Jy` and `Jz` are the usual ones in this basis, and `commutator` confirms their sign convention. With $\hbar$ restored, the bound is $7\hbar^2/16$.

The function `mean` is the quantum expectation value, defined as the real part of $\psi^\dagger A\psi$ without division by the squared norm $\psi^\dagger\psi$. Thus `mean 1 ψ` is the squared norm, and `variance` has its physical meaning for Hermitian operators and unit vectors.

The step from these matrices to an experiment is the assumption that the recorded outcomes follow the Born rule for a system confined to one spin-1 multiplet.

For a single spin 1, the result limits how sharply both components in the $xy$ plane can be defined, and it gives a check on variances computed from a reconstructed state.

## The quadratic form as a sum of squares

Direct multiplication gives

$$
J_x^2=\frac12\begin{pmatrix}1&0&1\\0&2&0\\1&0&1\end{pmatrix},\qquad
J_y^2=\frac12\begin{pmatrix}1&0&-1\\0&2&0\\-1&0&1\end{pmatrix},
$$

so $J_x^2+J_y^2=\mathrm{diag}(1,2,1)$. This is `planar_square`, proved entry by entry. The expectation values are

$$
\langle J_x\rangle=\sqrt2\,\mathrm{Re}\,[\bar v(u+w)],\qquad
\langle J_y\rangle=\sqrt2\,\mathrm{Im}\,(\bar u v+\bar v w),
$$

$$
\langle J_x^2+J_y^2\rangle=|u|^2+2|v|^2+|w|^2 .
$$

`mean_coordinates` contains the same formulas in real and imaginary parts.

For real $a,b$, let $Q$ be the expectation value of $(J_x-a)^2+(J_y-b)^2-7/16$. Expanding the squares gives

$$
Q=\langle J_x^2\rangle+\langle J_y^2\rangle-2a\langle J_x\rangle-2b\langle J_y\rangle
+\left(a^2+b^2-\tfrac7{16}\right)\psi^\dagger\psi .
$$

This is `mean_shifted`: an operator identity followed by linearity of `mean`.

Now put $z=a+ib$, $r^2=a^2+b^2$ and $s=9/16+r^2$. Since $a\langle J_x\rangle+b\langle J_y\rangle=\sqrt2\,\mathrm{Re}(\bar u\bar z v+\bar w z v)$,

$$
Q=s(|u|^2+|w|^2)+\left(r^2+\tfrac{25}{16}\right)|v|^2
-2\sqrt2\,\mathrm{Re}(\bar u\bar z v+\bar w z v).
$$

Multiplying by $s>0$ and completing the squares in $u$ and $w$ gives

$$
sQ=|su-\sqrt2\,\bar z v|^2+|sw-\sqrt2\,z v|^2
+\left[s\left(r^2+\tfrac{25}{16}\right)-4r^2\right]|v|^2 .
$$

The bracket equals $r^4-\tfrac{15}{8}r^2+\tfrac{225}{256}=(r^2-\tfrac{15}{16})^2$. Hence $sQ\ge0$, and so $Q\ge0$ for every vector, normalised or not.

In `shifted_nonneg`, the two complex squares appear as four real ones. The tactic `positivity` shows that their sum with the last term is nonnegative, and `linear_combination` checks the identity using $(1/\sqrt2)^2=1/2$ from `prefactor_sq`.

## From shifts to variances

For a unit vector, choose $a=\langle J_x\rangle$ and $b=\langle J_y\rangle$. Then

$$
0\le\langle J_x^2\rangle-\langle J_x\rangle^2+\langle J_y^2\rangle-\langle J_y\rangle^2-\tfrac7{16},
$$

which is the claim. `variance_sum_ge` makes this substitution and leaves the rearrangement to `nlinarith`.

For a mixture, let $Q_k$ be the value of $Q$ in $\psi_k$, with the same $a,b$ for all members. The intermediate result `key` is $\sum_k p_kQ_k\ge0$, which holds because each $p_k$ and each $Q_k$ is nonnegative. Setting $a$ and $b$ to the ensemble means $\sum_kp_k\langle J_x\rangle_k$ and $\sum_kp_k\langle J_y\rangle_k$, and using $\sum_kp_k=1$, gives the bound for the mixed state. An ensemble with one member returns the pure-state result.

## Two states in numbers

The spin state fully aligned with the $x$ axis has amplitudes $(1/2,\,1/\sqrt2,\,1/2)$. It has $\langle J_x\rangle=1$, $\langle J_y\rangle=0$ and $\langle J_x^2+J_y^2\rangle=3/2$. The variances therefore add up to $1/2$, slightly above the minimum.

The state `optimalState` has amplitudes $(\sqrt5,\sqrt6,\sqrt5)/4$, with squared norm $(5+6+5)/16=1$. Here

$$
\langle J_x\rangle=\sqrt2\cdot\frac{\sqrt6}{4}\cdot\frac{\sqrt5}{2}=\frac{\sqrt{15}}4,\qquad
\langle J_y\rangle=0,\qquad
\langle J_x^2+J_y^2\rangle=\frac{5+12+5}{16}=\frac{22}{16},
$$

and the variances add up to $22/16-15/16=7/16$. The proof of `optimalState_attains` computes the norm directly. For the variances it inserts the amplitudes into `mean_coordinates` and simplifies with $(\sqrt5)^2=5$, $(\sqrt6)^2=6$ and `prefactor_sq`. Compared with the aligned state, the mean spin is shorter, but the sum of the two second moments falls by $2/16$ while the squared mean falls by only $1/16$.
